# Quadratic convergence of Rayleigh quotient iteration with a one-step-old shift on diag(a, b) with a ≠ b, started from (1, t) with 0 < |t| < 1

An inverse-iteration eigensolver that updates its shift at every step can factorise its next shifted matrix while the current linear solve is still running, if the shift is taken from the vector already in hand. The shift is then one step old. For a real two-level Hamiltonian with distinct levels, the effect on convergence can be computed in closed form: the error is squared at each step, up to a bounded factor, where an up-to-date Rayleigh shift would cube it.

## The error after k steps

Let \(H=\mathrm{diag}(a,b)\) with \(a\neq b\) real, and let

\[
R(y)=\frac{y\cdot Hy}{y\cdot y}
\]

be the Rayleigh quotient of a nonzero real vector \(y\). Start from \(v_0=v_1=(1,t)\) with \(t\neq0\), and iterate

\[
v_{k+2}=(H-R(v_k))^{-1}v_{k+1}.
\]

Let \(T_k\) be the second component of \(v_k\) divided by the first. Its modulus is the tangent of the acute angle between the lines spanned by \(v_k\) and by the eigenvector \((1,0)\), so it measures the error in that eigenvector, whatever the sign of \(v_k\). Then every shifted matrix is invertible, and

\[
T_{k+2}=-T_{k+1}T_k^2,\qquad |T_k|=|t|^{e_k},\qquad e_k=\frac{2^{k+1}+(-1)^k}{3}.
\]

The exponents are 1, 1, 3, 5, 11, 21 and so on. For \(0<|t|\le1\) the errors also satisfy

\[
|t|\,|T_k|^2\le |T_{k+1}|\le \frac{|T_k|^2}{|t|}.
\]

When \(|t|<1\) the error tends to zero, and the two bounds fix the order of convergence at two.

## Factorising while the solve is running

The solve for \(v_{k+2}\) needs the factors of \(H-R(v_k)\) and the right-hand side \(v_{k+1}\). Once \(v_{k+1}\) is known, its Rayleigh quotient can be computed, and the factorisation of \(H-R(v_{k+1})\) can proceed alongside this solve, ready for the next one. With an up-to-date shift, the solve has to wait for that factorisation.

A code normalises the vector after each solve, because a nearly singular shifted matrix produces a very long one. Multiplying a vector by a nonzero number changes neither its Rayleigh quotient nor its component ratio, so the values \(T_k\) are the same with or without normalisation.

The code does not know the eigenvector, so it monitors the residual. In this two-level model, the residual of the normalised vector has length

\[
\frac{\|(H-R(v_k))v_k\|}{\|v_k\|}=|a-b|\,\frac{|T_k|}{1+T_k^2},
\]

which is nearly proportional to the error once the error is small. With \(t=0.1\) and exact arithmetic, the errors after one, two, three and four solves are \(10^{-3}\), \(10^{-5}\), \(10^{-11}\) and \(10^{-21}\). The first solve produces \(v_2\), and since \(v_0=v_1\) its shift is still up to date; the delay takes effect from the second solve.

## From the shifted matrix to the exponent

Take a vector \(y=(y_0,y_1)\) with both components nonzero, and write \(n=y_0^2+y_1^2\). Its Rayleigh quotient is \(R(y)=(ay_0^2+by_1^2)/n\), so

\[
a-R(y)=\frac{(a-b)y_1^2}{n},\qquad
b-R(y)=-\frac{(a-b)y_0^2}{n}.
\]

The shifted matrix is therefore

\[
H-R(y)=\frac{a-b}{n}\begin{pmatrix}y_1^2&0\\0&-y_0^2\end{pmatrix},
\]

and its determinant is \(-(a-b)^2y_0^2y_1^2/n^2\), which is not zero. Solving \((H-R(y))z=x\) row by row gives

\[
z_0=\frac{n}{a-b}\,\frac{x_0}{y_1^2},\qquad
z_1=-\frac{n}{a-b}\,\frac{x_1}{y_0^2}.
\]

If \(x_0\neq0\), division yields

\[
\frac{z_1}{z_0}=-\frac{x_1}{x_0}\left(\frac{y_1}{y_0}\right)^2.
\]

The right-hand side vector contributes one power of its ratio, and the vector that supplies the shift contributes two.

If \(x\) and \(y\) both have nonzero components, so does \(z\). The starting vectors \(v_0=v_1=(1,t)\) have this property, so by induction every iterate has it and every solve is legitimate. Setting \(x=v_{k+1}\) and \(y=v_k\) gives the recursion \(T_{k+2}=-T_{k+1}T_k^2\).

For the moduli, write \(|T_k|=|t|^{e_k}\). The recursion requires \(e_{k+2}=e_{k+1}+2e_k\) with \(e_0=e_1=1\). The stated formula gives both starting values, and

\[
e_{k+1}+2e_k=\frac{2^{k+2}-(-1)^k+2^{k+2}+2(-1)^k}{3}=\frac{2^{k+3}+(-1)^k}{3}=e_{k+2}.
\]

Consecutive exponents satisfy \(e_{k+1}-2e_k=-(-1)^k\), so

\[
|T_{k+1}|=|T_k|^2\,|t|^{-(-1)^k}.
\]

The last factor is \(1/|t|\) for even \(k\) and \(|t|\) for odd \(k\). When \(|t|\le1\), both values lie between \(|t|\) and \(1/|t|\), which gives the two-sided bound.

For convergence, \(2^{k+1}\ge3k+1\) holds for every \(k\ge0\). It holds at \(k=0\) and \(k=1\), and from \(k\ge1\) onwards doubling gives \(2^{k+2}\ge6k+2\ge3k+4\). Hence \(e_k\ge k\), and for \(|t|<1\) the error is at most \(|t|^k\), which tends to zero.

The same argument gives the law for an up-to-date shift. Setting \(y=x\) in the ratio formula turns a ratio \(s\) into \(-s^3\), which is the cubic step of ordinary Rayleigh quotient iteration in this model. From \(t=0.1\), three solves then reach \(10^{-27}\), compared with \(10^{-11}\) for the delayed shift. This cubic law is derived here by hand; the Lean code below proves the one-step formula from which it follows.

## The iteration and its error law in Lean

```lean
import Mathlib

open Matrix Filter Topology

namespace StaleRayleighIteration

noncomputable section

/-- The Hamiltonian diag(a, b) of a two-level system. -/
def twoLevel (a b : ℝ) : Matrix (Fin 2) (Fin 2) ℝ := !![a, 0; 0, b]

/-- The Rayleigh quotient of `H` in a nonzero vector `x`. -/
def rayleigh (H : Matrix (Fin 2) (Fin 2) ℝ) (x : Fin 2 → ℝ) : ℝ :=
  (x ⬝ᵥ H *ᵥ x) / (x ⬝ᵥ x)

/-- The matrix `H` shifted by its Rayleigh quotient in a nonzero vector `y`. -/
def shifted (H : Matrix (Fin 2) (Fin 2) ℝ) (y : Fin 2 → ℝ) : Matrix (Fin 2) (Fin 2) ℝ :=
  H - rayleigh H y • (1 : Matrix (Fin 2) (Fin 2) ℝ)

/-- Inverse iteration with a stale shift: the newest vector is used as right-hand side, the
one before it supplies the Rayleigh quotient. The domain is that of invertible shifted matrices. -/
def staleRQI (H : Matrix (Fin 2) (Fin 2) ℝ) (x : Fin 2 → ℝ) : ℕ → Fin 2 → ℝ
  | 0 => x
  | 1 => x
  | k + 2 => (shifted H (staleRQI H x k))⁻¹ *ᵥ staleRQI H x (k + 1)

/-- The ratio of the second to the first component of a vector whose first component is
nonzero. -/
def slope (x : Fin 2 → ℝ) : ℝ := x 1 / x 0

/-- The component ratio of the `k`-th iterate for diag(a, b), started from (1, t). The domain is
a ≠ b and t ≠ 0. -/
def errorRatio (a b t : ℝ) (k : ℕ) : ℝ := slope (staleRQI (twoLevel a b) ![1, t] k)

/-- If the first component of `y` is nonzero, the shifted two-level Hamiltonian is a multiple of
diag(y₁², -y₀²). -/
theorem shifted_eq (a b : ℝ) (y : Fin 2 → ℝ) (h0 : y 0 ≠ 0) :
    shifted (twoLevel a b) y =
      ((a - b) / (y 0 ^ 2 + y 1 ^ 2)) • !![y 1 ^ 2, 0; 0, -y 0 ^ 2] := by
  have hn : y 0 ^ 2 + y 1 ^ 2 ≠ 0 := by positivity
  have hr : rayleigh (twoLevel a b) y =
      (a * y 0 ^ 2 + b * y 1 ^ 2) / (y 0 ^ 2 + y 1 ^ 2) := by
    unfold rayleigh
    congr 1 <;> simp [twoLevel, Matrix.mulVec, dotProduct, Fin.sum_univ_two] <;> ring
  unfold shifted
  rw [hr]
  ext i j
  fin_cases i <;> fin_cases j <;> simp [twoLevel]
  all_goals field_simp
  all_goals ring

/-- For distinct levels and a vector `y` with both components nonzero, the shifted matrix is
invertible. -/
theorem shifted_det_ne_zero {a b : ℝ} (hab : a ≠ b) (y : Fin 2 → ℝ)
    (h0 : y 0 ≠ 0) (h1 : y 1 ≠ 0) : (shifted (twoLevel a b) y).det ≠ 0 := by
  have hn : y 0 ^ 2 + y 1 ^ 2 ≠ 0 := by positivity
  have hd : (shifted (twoLevel a b) y).det =
      -((a - b) / (y 0 ^ 2 + y 1 ^ 2)) ^ 2 * (y 0 * y 1) ^ 2 := by
    rw [shifted_eq a b y h0, Matrix.det_fin_two]
    simp
    ring
  rw [hd]
  exact mul_ne_zero (neg_ne_zero.2 (pow_ne_zero 2 (div_ne_zero (sub_ne_zero.2 hab) hn)))
    (pow_ne_zero 2 (mul_ne_zero h0 h1))

/-- One step of inverse iteration on `x` with the Rayleigh shift of a vector `y`, for distinct
levels and both components of `y` nonzero. -/
theorem stale_step {a b : ℝ} (hab : a ≠ b) (x y : Fin 2 → ℝ) (h0 : y 0 ≠ 0) (h1 : y 1 ≠ 0) :
    (shifted (twoLevel a b) y)⁻¹ *ᵥ x =
      ((y 0 ^ 2 + y 1 ^ 2) / (a - b)) • ![x 0 / y 1 ^ 2, -(x 1 / y 0 ^ 2)] := by
  have hn : y 0 ^ 2 + y 1 ^ 2 ≠ 0 := by positivity
  have hs : a - b ≠ 0 := sub_ne_zero.2 hab
  -- the proposed vector solves the shifted linear system
  have hM : shifted (twoLevel a b) y *ᵥ
      (((y 0 ^ 2 + y 1 ^ 2) / (a - b)) • ![x 0 / y 1 ^ 2, -(x 1 / y 0 ^ 2)]) = x := by
    rw [shifted_eq a b y h0]
    ext i
    fin_cases i <;> simp [Matrix.mulVec, dotProduct, Fin.sum_univ_two]
    all_goals field_simp
  have hu := isUnit_iff_ne_zero.2 (shifted_det_ne_zero hab y h0 h1)
  calc (shifted (twoLevel a b) y)⁻¹ *ᵥ x
      = (shifted (twoLevel a b) y)⁻¹ *ᵥ (shifted (twoLevel a b) y *ᵥ
        (((y 0 ^ 2 + y 1 ^ 2) / (a - b)) • ![x 0 / y 1 ^ 2, -(x 1 / y 0 ^ 2)])) := by rw [hM]
    _ = _ := by rw [Matrix.mulVec_mulVec, Matrix.nonsing_inv_mul _ hu, Matrix.one_mulVec]

/-- For distinct levels and t ≠ 0, both components of every iterate are nonzero. -/
theorem iterate_ne_zero {a b t : ℝ} (hab : a ≠ b) (ht : t ≠ 0) : ∀ k : ℕ,
    staleRQI (twoLevel a b) ![1, t] k 0 ≠ 0 ∧ staleRQI (twoLevel a b) ![1, t] k 1 ≠ 0
  | 0 => by simp [staleRQI, ht]
  | 1 => by simp [staleRQI, ht]
  | k + 2 => by
    obtain ⟨h0, h1⟩ := iterate_ne_zero hab ht k
    obtain ⟨g0, g1⟩ := iterate_ne_zero hab ht (k + 1)
    have hs : a - b ≠ 0 := sub_ne_zero.2 hab
    have hn : staleRQI (twoLevel a b) ![1, t] k 0 ^ 2 +
        staleRQI (twoLevel a b) ![1, t] k 1 ^ 2 ≠ 0 := by positivity
    rw [staleRQI, stale_step hab _ _ h0 h1]
    exact ⟨mul_ne_zero (div_ne_zero hn hs) (div_ne_zero g0 (pow_ne_zero 2 h1)),
      mul_ne_zero (div_ne_zero hn hs) (neg_ne_zero.2 (div_ne_zero g1 (pow_ne_zero 2 h0)))⟩

/-- For distinct levels and t ≠ 0, the new component ratio is minus the current one times the
square of the previous one. -/
theorem errorRatio_recursion {a b t : ℝ} (hab : a ≠ b) (ht : t ≠ 0) (k : ℕ) :
    errorRatio a b t (k + 2) = -errorRatio a b t (k + 1) * errorRatio a b t k ^ 2 := by
  obtain ⟨h0, h1⟩ := iterate_ne_zero hab ht k
  obtain ⟨g0, g1⟩ := iterate_ne_zero hab ht (k + 1)
  have hs : a - b ≠ 0 := sub_ne_zero.2 hab
  have hn : staleRQI (twoLevel a b) ![1, t] k 0 ^ 2 +
      staleRQI (twoLevel a b) ![1, t] k 1 ^ 2 ≠ 0 := by positivity
  unfold errorRatio
  rw [staleRQI, stale_step hab _ _ h0 h1]
  simp only [slope, Pi.smul_apply, smul_eq_mul, Matrix.cons_val_zero, Matrix.cons_val_one]
  field_simp

/-- Stale-shift Rayleigh quotient iteration for diag(a, b) with a ≠ b, from (1, t) with t ≠ 0:
every shifted matrix is invertible, and the modulus of the `k`-th component ratio is |t| to the
power (2^(k+1) + (-1)^k)/3. -/
theorem stale_rqi {a b t : ℝ} (hab : a ≠ b) (ht : t ≠ 0) : ∀ k : ℕ,
    (shifted (twoLevel a b) (staleRQI (twoLevel a b) ![1, t] k)).det ≠ 0 ∧
      |errorRatio a b t k| = |t| ^ (((2 : ℝ) ^ (k + 1) + (-1 : ℝ) ^ k) / 3)
  | 0 => ⟨shifted_det_ne_zero hab _ (iterate_ne_zero hab ht 0).1 (iterate_ne_zero hab ht 0).2,
      by norm_num [errorRatio, slope, staleRQI]⟩
  | 1 => ⟨shifted_det_ne_zero hab _ (iterate_ne_zero hab ht 1).1 (iterate_ne_zero hab ht 1).2,
      by norm_num [errorRatio, slope, staleRQI]⟩
  | k + 2 => by
    have hp : 0 < |t| := abs_pos.2 ht
    refine ⟨shifted_det_ne_zero hab _ (iterate_ne_zero hab ht (k + 2)).1
      (iterate_ne_zero hab ht (k + 2)).2, ?_⟩
    -- the exponents add up as e(k+2) = e(k+1) + 2 e(k)
    rw [errorRatio_recursion hab ht, abs_mul, abs_neg, abs_pow, (stale_rqi hab ht (k + 1)).2,
      (stale_rqi hab ht k).2, pow_two, ← Real.rpow_add hp, ← Real.rpow_add hp]
    congr 1
    ring

/-- For distinct levels and t ≠ 0, each step squares the modulus of the component ratio, up to a
factor that alternates between 1/|t| and |t|. -/
theorem quadratic_law {a b t : ℝ} (hab : a ≠ b) (ht : t ≠ 0) (k : ℕ) :
    |errorRatio a b t (k + 1)| = |errorRatio a b t k| ^ 2 * |t| ^ (-(-1 : ℝ) ^ k) := by
  have hp : 0 < |t| := abs_pos.2 ht
  rw [(stale_rqi hab ht (k + 1)).2, (stale_rqi hab ht k).2, pow_two,
    ← Real.rpow_add hp, ← Real.rpow_add hp]
  congr 1
  ring

/-- For distinct levels and 0 < |t| ≤ 1, the new error lies between fixed positive multiples of
the square of the current error. -/
theorem quadratic_bounds {a b t : ℝ} (hab : a ≠ b) (ht : t ≠ 0) (h1 : |t| ≤ 1) (k : ℕ) :
    |t| * |errorRatio a b t k| ^ 2 ≤ |errorRatio a b t (k + 1)| ∧
      |errorRatio a b t (k + 1)| ≤ |errorRatio a b t k| ^ 2 / |t| := by
  have hp : 0 < |t| := abs_pos.2 ht
  have hinv : |t| ≤ |t|⁻¹ := h1.trans ((one_le_inv₀ hp).2 h1)
  have hm := mul_le_mul_of_nonneg_left hinv (sq_nonneg (|errorRatio a b t k|))
  rw [quadratic_law hab ht k, div_eq_mul_inv]
  rcases neg_one_pow_eq_or ℝ k with h | h
  · rw [h, Real.rpow_neg_one]
    constructor <;> linarith
  · rw [h, neg_neg, Real.rpow_one]
    constructor <;> linarith

/-- For distinct levels and 0 < |t| < 1, the component ratio tends to zero. -/
theorem errorRatio_tendsto {a b t : ℝ} (hab : a ≠ b) (ht : t ≠ 0) (h1 : |t| < 1) :
    Tendsto (errorRatio a b t) atTop (𝓝 0) := by
  have hgrow : ∀ k : ℕ, 3 * k + 1 ≤ 2 ^ (k + 1) := by
    intro k
    induction k with
    | zero => norm_num
    | succ n ih =>
      rcases Nat.eq_zero_or_pos n with rfl | hn
      · norm_num
      · rw [pow_succ]
        omega
  -- the error is dominated by the geometric sequence |t|^k
  refine squeeze_zero_norm (fun k => ?_)
    (tendsto_pow_atTop_nhds_zero_of_lt_one (abs_nonneg t) h1)
  rw [Real.norm_eq_abs, (stale_rqi hab ht k).2, ← Real.rpow_natCast (|t|) k]
  apply Real.rpow_le_rpow_of_exponent_ge (abs_pos.2 ht) h1.le
  have h3 : (3 * (k : ℝ) + 1) ≤ 2 ^ (k + 1) := by exact_mod_cast hgrow k
  rcases neg_one_pow_eq_or ℝ k with h | h <;> rw [h] <;> linarith

end

end StaleRayleighIteration
```

```lean
#print axioms StaleRayleighIteration.stale_step
#print axioms StaleRayleighIteration.quadratic_bounds
#print axioms StaleRayleighIteration.errorRatio_tendsto
```

```
'StaleRayleighIteration.stale_step' depends on axioms: [propext, Classical.choice, Quot.sound]
'StaleRayleighIteration.quadratic_bounds' depends on axioms: [propext, Classical.choice, Quot.sound]
'StaleRayleighIteration.errorRatio_tendsto' depends on axioms: [propext, Classical.choice, Quot.sound]
```

## Reading the definitions and theorems

A vector has type `Fin 2 → ℝ`, with components numbered 0 and 1 as above. `twoLevel a b` is the Hamiltonian, `rayleigh` is the quotient \(R\), and `shifted H y` is \(H-R(y)\). The function `staleRQI` returns the starting vector at indices 0 and 1, and at index `k + 2` it applies the inverse of the matrix shifted by iterate `k` to iterate `k + 1`. These vectors are not normalised. `slope` takes the component ratio, and `errorRatio a b t k` is \(T_k\).

The theorem `stale_rqi` says that, for distinct levels and nonzero \(t\), the shifted matrix built from each iterate has nonzero determinant and \(|T_k|\) has the stated closed form. The exponent is a real number, so its division by 3 is ordinary division. The determinant statement matters because Lean assigns a value to the inverse of a singular matrix too; here every inverse is a true one. The signed recursion is `errorRatio_recursion`, the alternating factor is in `quadratic_law`, the two-sided estimate is `quadratic_bounds`, and the limit is `errorRatio_tendsto`.

Both hypotheses have a direct meaning for the iteration. If \(a=b\), the levels are degenerate and the shifted matrix is zero. If \(t=0\), the starting vector is already an eigenvector, its Rayleigh quotient is the eigenvalue \(a\), and the first shifted matrix is singular.

## From the two-level algebra to the Lean proof

`shifted_eq` establishes the factored form of the shifted matrix. It first evaluates the Rayleigh quotient and then compares the matrices entry by entry, with `field_simp` and `ring` doing the algebra. `shifted_det_ne_zero` reads off the determinant.

`stale_step` handles the linear solve by verification: `hM` shows that the proposed vector satisfies the shifted system, and multiplication by the inverse then identifies it as the result of the step. `iterate_ne_zero` is the induction on nonzero components, using the two preceding iterates. With these facts, `errorRatio_recursion` substitutes the explicit step and simplifies the quotient.

In `stale_rqi`, the closed form is checked at indices 0 and 1 and then follows from the recursion. `Real.rpow_add` combines the powers of \(|t|\), and the final `ring` verifies the identity between exponents. `quadratic_law` uses the same method. `quadratic_bounds` treats the two values of \((-1)^k\) separately, and `errorRatio_tendsto` proves \(2^{k+1}\ge3k+1\) as `hgrow` before comparing the error with \(|t|^k\).

## What is guaranteed for two real levels

The closed form holds at every step, including the first, and for every nonzero \(t\). The starting ratio decides what it means for convergence. For \(|t|<1\) the direction approaches the eigenvector \((1,0)\). At \(|t|=1\) the modulus stays equal to 1, so the iteration makes no progress, although the two-sided bound still holds, with equality. For \(|t|>1\) the modulus grows, and the direction approaches the other eigenvector, \((0,1)\).

The theorems concern a real diagonal matrix of size two, with each linear system solved exactly. They say nothing about rounding, about iterative solves stopped at a tolerance, or about generalised eigenproblems with an overlap matrix. In a larger matrix there are several unwanted components, each multiplied by its own factor at every step, so a single ratio no longer describes the error. The theorems also make no statement about running time. The overlap hides at most the shorter of the two tasks, so it can repay the lower order only if factorisation and solve take comparable times. For a large dense matrix, factorisation takes far longer than a solve with one right-hand side, and the overlap saves little.
